# The standing wave sin(πjk/(n + 1)), 1 ≤ j ≤ n, has squared norm (n + 1)/2 on a chain of n sites

On a finite chain with sites k = 1, …, n, the unnormalised sine wave of level j has amplitude sin(πjk/(n + 1)) at site k. The lemma `sum_sin_sq` states that for 1 ≤ j ≤ n the squares of these amplitudes sum to (n + 1)/2, so that multiplying the wave by √(2/(n + 1)) normalises it. The statement is purely about this sum; no Hamiltonian enters it. The proof adds the point k = 0, where the sine vanishes, turns each squared sine into a constant and a cosine of twice the angle, and evaluates the cosine sum with `sum_cos`.

As first written in Lean, the proof fails:

```lean
import Mathlib

open Real Matrix

namespace SumSinSq

noncomputable section

/-- The phase `s π / (n + 1)`, for a level index `s` that may vary continuously. -/
def angle (n : ℕ) (s : ℝ) : ℝ := s * π / (n + 1)

/-- The sine of the phase is positive for level indices strictly between `0` and `n + 1`. -/
theorem sin_angle_pos {n : ℕ} {s : ℝ} (h0 : 0 < s) (h1 : s < n + 1) :
    0 < sin (angle n s) := by
  apply Real.sin_pos_of_pos_of_lt_pi
  · unfold angle
    positivity
  · unfold angle
    rw [div_lt_iff₀ (by positivity)]
    nlinarith [mul_lt_mul_of_pos_right h1 Real.pi_pos]

/-- The cosine sum over the grid, for a harmonic `m` with `0 < m < 2 (n + 1)`. -/
theorem sum_cos (n m : ℕ) (hm : 0 < m) (hmn : m < 2 * (n + 1)) :
    ∑ k ∈ Finset.range (n + 1), cos (k * angle n m) = (1 - (-1) ^ m) / 2 := by
  -- multiplying by 2 sin (x/2) makes the sum telescope
  have tel : ∀ (x : ℝ) (N : ℕ), 2 * sin (x / 2) * ∑ k ∈ Finset.range N, cos (k * x)
      = sin (N * x - x / 2) + sin (x / 2) := by
    intro x N
    induction N with
    | zero => simp
    | succ N ih =>
      have e : ((N + 1 : ℕ) : ℝ) * x - x / 2 = N * x + x / 2 := by push_cast; ring
      rw [Finset.sum_range_succ, mul_add, ih, e, Real.sin_add, Real.sin_sub]
      ring
  have hpos : 0 < sin (angle n m / 2) := by
    have e : angle n m / 2 = angle n ((m : ℝ) / 2) := by unfold angle; ring
    have h' : (m : ℝ) < 2 * (n + 1) := by exact_mod_cast hmn
    rw [e]
    exact sin_angle_pos (by positivity) (by linarith)
  have h := tel (angle n m) (n + 1)
  have e : ((n + 1 : ℕ) : ℝ) * angle n m = m * π := by
    unfold angle; push_cast; field_simp
  rw [e, Real.sin_sub, Real.sin_nat_mul_pi, Real.cos_nat_mul_pi] at h
  apply mul_left_cancel₀ (mul_pos two_pos hpos).ne'
  linear_combination h

/-- The squared sine wave of level `j`, `1 ≤ j ≤ n`, sums to `(n + 1) / 2` over the sites. -/
theorem sum_sin_sq {n j : ℕ} (hj1 : 1 ≤ j) (hj : j ≤ n) :
    ∑ k ∈ Finset.range n, sin (((k + 1 : ℕ) : ℝ) * angle n j) ^ 2 = ((n : ℝ) + 1) / 2 := by
  have h0 : ∑ k ∈ Finset.range (n + 1), sin ((k : ℝ) * angle n j) ^ 2
      = ∑ k ∈ Finset.range n, sin (((k + 1 : ℕ) : ℝ) * angle n j) ^ 2 := by
    rw [Finset.sum_range_succ']
    simp
  have h1 : ∀ k : ℕ, sin ((k : ℝ) * angle n j) ^ 2
      = 1 / 2 - cos (k * angle n ((2 * j : ℕ) : ℝ)) / 2 := by
    intro k
    have e : (k : ℝ) * angle n ((2 * j : ℕ) : ℝ) = 2 * (k * angle n j) := by
      unfold angle; push_cast; ring
    rw [e, Real.cos_two_mul]
    linear_combination Real.sin_sq_add_cos_sq ((k : ℝ) * angle n j)
  have hp : (-1 : ℝ) ^ (2 * j) = 1 := by rw [pow_mul]; norm_num
  rw [← h0, Finset.sum_congr rfl (fun k _ => h1 k), Finset.sum_sub_distrib, ← Finset.sum_div,
    sum_cos n (2 * j) (by omega) (by omega), hp, Finset.sum_const, Finset.card_range,
    nsmul_eq_mul]
  push_cast
  ring

end

end SumSinSq
```

Messages:

```
Main.lean:63:4: error: Tactic `rewrite` failed: Did not find an occurrence of the pattern
  ∑ k ∈ Finset.range (n + 1), cos (↑k * angle n ↑(2 * j))
in the target expression
  (∑ i ∈ Finset.range (n + 1), 1) / 2 - ∑ x ∈ Finset.range (n + 1), cos (↑x * angle n ↑(2 * j)) / 2 = (↑n + 1) / 2

n j : ℕ
hj1 : 1 ≤ j
hj : j ≤ n
h0 : ∑ k ∈ Finset.range (n + 1), sin (↑k * angle n ↑j) ^ 2 = ∑ k ∈ Finset.range n, sin (↑(k + 1) * angle n ↑j) ^ 2
h1 : ∀ (k : ℕ), sin (↑k * angle n ↑j) ^ 2 = 1 / 2 - cos (↑k * angle n ↑(2 * j)) / 2
hp : (-1) ^ (2 * j) = 1
⊢ (∑ i ∈ Finset.range (n + 1), 1) / 2 - ∑ x ∈ Finset.range (n + 1), cos (↑x * angle n ↑(2 * j)) / 2 = (↑n + 1) / 2
```

The error is reported at `sum_cos`, but its origin is the rewrite just before it, `← Finset.sum_div`, which moves a common divisor out of a sum. By then `Finset.sum_sub_distrib` had split the sum in two, each with its own division by 2 inside. A single `rw` step fixes the lemma's variables at the first match and rewrites only instances of that match. Here it matched the sum of `1 / 2`, so the cosine sum kept its `/ 2` inside, as the printed goal shows. `sum_cos` speaks of a sum of bare cosines, and no such sum was there to rewrite.

The repair writes the right-hand side of `h1` as one fraction, `(1 - cos …) / 2`, and swaps the two rewrites. Now `← Finset.sum_div` meets a single sum and takes the 2 out of all of it. `Finset.sum_sub_distrib` then splits what is left into a sum of ones and a sum of bare cosines, which `sum_cos` matches.

The change, after which it compiles:

```diff
@@ -53,5 +53,5 @@
     simp
   have h1 : ∀ k : ℕ, sin ((k : ℝ) * angle n j) ^ 2
-      = 1 / 2 - cos (k * angle n ((2 * j : ℕ) : ℝ)) / 2 := by
+      = (1 - cos (k * angle n ((2 * j : ℕ) : ℝ))) / 2 := by
     intro k
     have e : (k : ℝ) * angle n ((2 * j : ℕ) : ℝ) = 2 * (k * angle n j) := by
@@ -60,5 +60,5 @@
     linear_combination Real.sin_sq_add_cos_sq ((k : ℝ) * angle n j)
   have hp : (-1 : ℝ) ^ (2 * j) = 1 := by rw [pow_mul]; norm_num
-  rw [← h0, Finset.sum_congr rfl (fun k _ => h1 k), Finset.sum_sub_distrib, ← Finset.sum_div,
+  rw [← h0, Finset.sum_congr rfl (fun k _ => h1 k), ← Finset.sum_div, Finset.sum_sub_distrib,
     sum_cos n (2 * j) (by omega) (by omega), hp, Finset.sum_const, Finset.card_range,
     nsmul_eq_mul]
```
